# Radial Dirac equations: Q has exactly one node between consecutive nodes of P where B and w have no zeros

When a radial Dirac solver has integrated a trial solution for one electron in a fixed local central potential, the sign changes of the two components can be compared to detect a missed or spurious node. The comparison rests on the fact that the nodes alternate wherever the two coefficients $B$ and $w$ of the equations have no zeros. If an outward and an inward solution are joined with a jump in one component, the check applies to each side of the join separately.

Let $P$ and $Q$ be the large and small radial components, and let

$$P'=-\frac{kP}{r}+BQ,\qquad Q'=\frac{kQ}{r}-wP .$$

In atomic units, with the rest energy subtracted from the electron's energy $E$, a potential energy $V(r)$ and the speed of light $c$, the coefficients are $B=(E-V+2c^2)/c$ and $w=(E-V)/c$, and $k$ is the relativistic angular quantum number $\kappa$. For a bound electron in an attractive potential $B$ is positive everywhere, while $w$ is positive where $E>V$ and negative where $E<V$, which is a classically forbidden region.

In `IsRadialDirac k B w P Q S`, the set `S` holds the radii at which the equations are imposed. The field `pos` makes these radii positive, and `large` and `small` are the two equations, written with `HasDerivAt`. This is the two-sided derivative, so at the ends of a closed interval $P$ and $Q$ must also be defined and differentiable from outside. The number $k$ may be any real, and $B$ and $w$ are arbitrary real functions, with no continuity assumed.

```lean
import Mathlib

open Set

namespace RadialDiracNodes

noncomputable section

/-- The radial Dirac equations `P' = -kP/r + BQ` and `Q' = kQ/r - wP` hold at every
point of a set `S` of positive radii. -/
structure IsRadialDirac (k : ℝ) (B w P Q : ℝ → ℝ) (S : Set ℝ) : Prop where
  pos : ∀ r ∈ S, 0 < r
  large : ∀ r ∈ S, HasDerivAt P (-k * P r / r + B r * Q r) r
  small : ∀ r ∈ S, HasDerivAt Q (k * Q r / r - w r * P r) r
```

## (a) Restriction to fewer radii

Show that a solution on $S$ is also a solution on every subset $T\subseteq S$.

Each condition is imposed radius by radius, and every $r\in T$ lies in $S$. In Lean, `hT` carries each point of `T` into `S`.

```lean
variable {k a b : ℝ} {B w P Q : ℝ → ℝ} {S T : Set ℝ}

/-- A solution of the radial Dirac equations on a set of radii is a solution on every
smaller set. -/
theorem IsRadialDirac.mono (h : IsRadialDirac k B w P Q S) (hT : T ⊆ S) :
    IsRadialDirac k B w P Q T :=
  ⟨fun r hr => h.pos r (hT hr), fun r hr => h.large r (hT hr),
    fun r hr => h.small r (hT hr)⟩
```

## (b) Exchange of the components

Show that the equations keep their form under

$$(P,Q,k,B,w)\longrightarrow(Q,-P,-k,w,B).$$

The new large component is $Q$, and its equation must read $Q'=-(-k)Q/r+w(-P)$, which is the old second equation. The new small component is $-P$. Its derivative is

$$(-P)'=\frac{kP}{r}-BQ=\frac{(-k)(-P)}{r}-BQ,$$

as required. The two fields `large` and `small` of the new structure come from the old ones in exchanged order, and `ring` confirms the signs.

```lean
/-- Exchanging the components, `(P, Q) → (Q, -P)`, gives a solution of the radial Dirac
equations with `k` reversed in sign and `B` and `w` exchanged. -/
theorem IsRadialDirac.swap (h : IsRadialDirac k B w P Q S) :
    IsRadialDirac (-k) w B Q (fun r => -P r) S where
  pos := h.pos
  large r hr := (h.small r hr).congr_deriv (by ring)
  small r hr := (h.large r hr).fun_neg.congr_deriv (by ring)
```

## (c) Removing the angular term

Show that a power of $r$ absorbs the term with $k$:

$$(r^kP)'=r^kBQ .$$

By the product rule,

$$(r^kP)'=kr^{k-1}P+r^k\left(-\frac{kP}{r}+BQ\right)=r^kBQ,$$

because $r^{k-1}=r^k/r$ for $r>0$. That identity is `Real.rpow_sub_one` in the proof, and `ring` then cancels the two terms.

```lean
/-- The scaled large component `r^k P` has derivative `r^k B Q`: the term `-kP/r` is
absorbed by the power of `r`. -/
theorem IsRadialDirac.hasDerivAt_scaled (h : IsRadialDirac k B w P Q S) {r : ℝ}
    (hr : r ∈ S) :
    HasDerivAt (fun x => x ^ k * P x) (r ^ k * (B r * Q r)) r := by
  have h0 : r ≠ 0 := (h.pos r hr).ne'
  have h1 := Real.hasDerivAt_rpow_const (x := r) (p := k) (Or.inl h0)
  refine (h1.fun_mul (h.large r hr)).congr_deriv ?_
  rw [Real.rpow_sub_one h0]
  ring
```

## (d) At least one node of Q

Let $a<b$ with $P(a)=P(b)=0$, and let $B$ have no zero in $(a,b)$. Show that

$$Q(c)=0\quad\text{for some } c\in(a,b).$$

The function $r^kP$ vanishes at $a$ and at $b$. By Rolle's theorem its derivative vanishes at some $c$ strictly between them, so part (c) gives $c^kB(c)Q(c)=0$. Since $c^k>0$ and $B(c)\neq0$, it follows that $Q(c)=0$.

`Icc a b` is the closed interval and `Ioo a b` the open one, so $B$ may vanish at the endpoints. Rolle's theorem enters as `exists_hasDerivAt_eq_zero`, which needs no continuity of the derivative, and the two uses of `mul_eq_zero` remove the nonzero factors.

```lean
/-- Between any two zeros of the large component `P` there is a zero of the small
component `Q`, provided `B` does not vanish between them. -/
theorem exists_small_node (hab : a < b) (h : IsRadialDirac k B w P Q (Icc a b))
    (hB : ∀ r ∈ Ioo a b, B r ≠ 0) (ha : P a = 0) (hb : P b = 0) :
    ∃ r ∈ Ioo a b, Q r = 0 := by
  -- Rolle's theorem for the scaled component
  obtain ⟨c, hc, hc0⟩ := exists_hasDerivAt_eq_zero
    (f := fun x => x ^ k * P x) (f' := fun x => x ^ k * (B x * Q x)) hab
    (fun x hx => (h.hasDerivAt_scaled hx).continuousAt.continuousWithinAt)
    (by simp [ha, hb])
    (fun x hx => h.hasDerivAt_scaled (Ioo_subset_Icc_self hx))
  have hpow : c ^ k ≠ 0 :=
    (Real.rpow_pos_of_pos (h.pos c (Ioo_subset_Icc_self hc)) k).ne'
  exact ⟨c, hc, ((mul_eq_zero.mp
    ((mul_eq_zero.mp hc0).resolve_left hpow)).resolve_left (hB c hc))⟩
```

## (e) Exactly one node of Q

Suppose in addition that $w$ has no zero in $(a,b)$ and that $a$ and $b$ are consecutive zeros of $P$, so $P\neq0$ between them. Show that

$$\#\{r\in(a,b):Q(r)=0\}=1 .$$

Part (d) supplies one zero. If there were two, $x<y$, apply part (d) on $[x,y]$ to the exchanged system of part (b). Its large component $Q$ vanishes at both ends, and its coefficient in the role of $B$ is $w$, which has no zero there. Hence $-P(z)=0$ for some $z\in(x,y)$, which contradicts $P\neq0$ in $(a,b)$.

The symbol `∃!` means that there is one such radius and no other. The step `key` is the contradiction just given. It is used for both orders of two zeros, and `le_antisymm` concludes that they are equal.

The statement is local. It does not cover $r=0$, the behaviour at infinity or the existence of bound states, and it does not give the total number of nodes belonging to a quantum number, which is what a node theorem for bound states supplies. Non-local exchange terms, as in Dirac–Fock equations, do not fit the form assumed here.

```lean
/-- Interlacing of radial nodes: if `a < b` are consecutive zeros of the large component
`P`, and `B` and `w` have no zeros in between, then the small component `Q` has exactly
one zero in `(a, b)`. -/
theorem existsUnique_small_node (hab : a < b) (h : IsRadialDirac k B w P Q (Icc a b))
    (hB : ∀ r ∈ Ioo a b, B r ≠ 0) (hw : ∀ r ∈ Ioo a b, w r ≠ 0)
    (ha : P a = 0) (hb : P b = 0) (hP : ∀ r ∈ Ioo a b, P r ≠ 0) :
    ∃! r, r ∈ Ioo a b ∧ Q r = 0 := by
  obtain ⟨c, hc, hQc⟩ := exists_small_node hab h hB ha hb
  -- two zeros of `Q` would enclose a further zero of `P`
  have key : ∀ x ∈ Ioo a b, ∀ y ∈ Ioo a b, Q x = 0 → Q y = 0 → ¬ x < y := by
    intro x hx y hy hQx hQy hxy
    obtain ⟨z, hz, hPz⟩ := exists_small_node hxy
      (h.swap.mono (Icc_subset_Icc hx.1.le hy.2.le))
      (fun r hr => hw r ⟨hx.1.trans hr.1, hr.2.trans hy.2⟩) hQx hQy
    exact hP z ⟨hx.1.trans hz.1, hz.2.trans hy.2⟩ (neg_eq_zero.mp hPz)
  refine ⟨c, ⟨hc, hQc⟩, ?_⟩
  rintro d ⟨hd, hQd⟩
  exact le_antisymm (not_lt.mp (key c hc d hd hQc hQd))
    (not_lt.mp (key d hd c hc hQd hQc))
```

## (f) Exactly one node of P

Let $a<b$ now be consecutive zeros of $Q$, with $B$ and $w$ free of zeros in $(a,b)$. Show that

$$\#\{r\in(a,b):P(r)=0\}=1 .$$

Apply part (e) to the exchanged system. It gives exactly one zero of $-P$, which is exactly one zero of $P$. The rewriting with `neg_eq_zero` is this last step.

```lean
/-- The interlacing with the components exchanged: between consecutive zeros of the small
component `Q` the large component `P` has exactly one zero, if `B` and `w` have no zeros
there. -/
theorem existsUnique_large_node (hab : a < b) (h : IsRadialDirac k B w P Q (Icc a b))
    (hB : ∀ r ∈ Ioo a b, B r ≠ 0) (hw : ∀ r ∈ Ioo a b, w r ≠ 0)
    (ha : Q a = 0) (hb : Q b = 0) (hQ : ∀ r ∈ Ioo a b, Q r ≠ 0) :
    ∃! r, r ∈ Ioo a b ∧ P r = 0 := by
  have := existsUnique_small_node hab h.swap hw hB ha hb hQ
  simpa only [neg_eq_zero] using this
```

## (g) The product in a forbidden region

Let $B>0$ and $w<0$ in $(a,b)$, as for a bound electron where $E<V$, and let $P$ and $Q$ have no common zero there. Show that $PQ$ is strictly increasing on $[a,b]$, using

$$(PQ)'=BQ^2-wP^2 .$$

The product rule gives

$$(PQ)'=\left(-\frac{kP}{r}+BQ\right)Q+P\left(\frac{kQ}{r}-wP\right),$$

and the terms with $k/r$ cancel. Both remaining terms are nonnegative, and at least one is positive because $P$ and $Q$ do not vanish together. A continuous function on $[a,b]$ with positive derivative inside is strictly increasing.

The Lean proof establishes the derivative as `hd` and then treats the cases $P\neq0$ and $Q\neq0$ separately.

```lean
/-- Where `B > 0` and `w < 0`, the product `PQ` of the two components is strictly
increasing, provided they never vanish together. -/
theorem strictMonoOn_mul (h : IsRadialDirac k B w P Q (Icc a b))
    (hB : ∀ r ∈ Ioo a b, 0 < B r) (hw : ∀ r ∈ Ioo a b, w r < 0)
    (hPQ : ∀ r ∈ Ioo a b, P r ≠ 0 ∨ Q r ≠ 0) :
    StrictMonoOn (fun r => P r * Q r) (Icc a b) := by
  -- the terms with `k / r` cancel in the derivative of the product
  have hd : ∀ r ∈ Icc a b, HasDerivAt (fun r => P r * Q r)
      (B r * Q r ^ 2 + -w r * P r ^ 2) r := fun r hr =>
    ((h.large r hr).fun_mul (h.small r hr)).congr_deriv (by ring)
  refine strictMonoOn_of_deriv_pos (convex_Icc a b)
    (fun r hr => (hd r hr).continuousAt.continuousWithinAt) ?_
  intro r hr
  rw [interior_Icc] at hr
  rw [(hd r (Ioo_subset_Icc_self hr)).deriv]
  have hBr := hB r hr
  have hwr : 0 < -w r := neg_pos.mpr (hw r hr)
  rcases hPQ r hr with h0 | h0
  · exact add_pos_of_nonneg_of_pos (by positivity) (by positivity)
  · exact add_pos_of_pos_of_nonneg (by positivity) (by positivity)
```

## (h) At most one node in a forbidden region

Under the conditions of part (g), let each of $x,y\in[a,b]$ be a zero of $P$ or of $Q$. Show that

$$x=y .$$

At both radii $PQ=0$, and a strictly increasing function takes each value at most once. The Lean proof uses this as `injOn`. The two components together therefore have at most one nodal radius in the interval, so consecutive nodes as in part (e) cannot occur in such a region.

```lean
/-- Where `B > 0` and `w < 0`, and the components never vanish together, there is at most
one radius at which `P` or `Q` vanishes. -/
theorem node_unique_of_neg (h : IsRadialDirac k B w P Q (Icc a b))
    (hB : ∀ r ∈ Ioo a b, 0 < B r) (hw : ∀ r ∈ Ioo a b, w r < 0)
    (hPQ : ∀ r ∈ Ioo a b, P r ≠ 0 ∨ Q r ≠ 0) {x y : ℝ}
    (hx : x ∈ Icc a b) (hy : y ∈ Icc a b)
    (hx0 : P x = 0 ∨ Q x = 0) (hy0 : P y = 0 ∨ Q y = 0) : x = y :=
  (strictMonoOn_mul h hB hw hPQ).injOn hx hy
    ((mul_eq_zero.mpr hx0).trans (mul_eq_zero.mpr hy0).symm)
```

## (i) A free wave

Take $k=1$ and $B=w=1$. Show that for $r>0$ the equations are solved by

$$P=\frac{\sin r}{r}-\cos r,\qquad Q=\sin r .$$

Differentiation gives

$$P'=\frac{\cos r}{r}-\frac{\sin r}{r^2}+\sin r=-\frac Pr+Q,$$

$$Q'=\cos r=\frac{\sin r}{r}-P=\frac Qr-P .$$

A free electron with $E>0$ has constant positive $B$ and $w$, and rescaling $r$ and $Q$ brings both to 1. The large component is `freeLarge` in Lean, and `Ioi 0` is the set of positive radii.

```lean
/-- The function `sin r / r - cos r`. -/
def freeLarge (r : ℝ) : ℝ := Real.sin r / r - Real.cos r

/-- The pair `P = sin r / r - cos r`, `Q = sin r` solves the radial Dirac equations with
`k = 1` and `B = w = 1` at all positive radii. -/
theorem isRadialDirac_witness :
    IsRadialDirac 1 (fun _ => 1) (fun _ => 1) freeLarge Real.sin (Ioi 0) where
  pos _ hr := hr
  large r hr := by
    have h0 : r ≠ 0 := ne_of_gt hr
    have h1 := ((Real.hasDerivAt_sin r).fun_div (hasDerivAt_id' r) h0).fun_sub
      (Real.hasDerivAt_cos r)
    refine HasDerivAt.congr_deriv (f := freeLarge) h1 ?_
    unfold freeLarge
    field_simp
    ring
  small r _ := (Real.hasDerivAt_sin r).congr_deriv (by unfold freeLarge; ring)
```

## (j) Locating the nodes of the free wave

For every integer $n\geq1$, show that exactly one $r$ satisfies

$$n\pi<r<(n+1)\pi,\qquad \frac{\sin r}{r}-\cos r=0 .$$

The radii $n\pi$ and $(n+1)\pi$ are consecutive zeros of $Q=\sin r$, and $B=w=1$ never vanishes, so part (f) applies. Part (f) does not apply for $n=0$, because the equations are not imposed at $r=0$, and the statement is false there: $\sin r-r\cos r$ is zero at $r=0$ and has the derivative $r\sin r>0$ in $(0,\pi)$, so $P$ has no zero in that interval.

In Lean, part (a) restricts the free wave to the closed interval. A zero of the sine inside would be $m\pi$ with an integer $m$ satisfying $n<m<n+1$, which `omega` rules out.

```lean
/-- The function `sin r / r - cos r` has exactly one zero between `nπ` and `(n+1)π`, for every `n ≥
1`. -/
theorem freeLarge_existsUnique_node (n : ℕ) (hn : 1 ≤ n) :
    ∃! r, r ∈ Ioo ((n : ℝ) * Real.pi) (((n : ℝ) + 1) * Real.pi) ∧ freeLarge r = 0 := by
  have hpi := Real.pi_pos
  have hn0 : (0 : ℝ) < n := by exact_mod_cast hn
  have hstart : 0 < (n : ℝ) * Real.pi := mul_pos hn0 hpi
  refine existsUnique_large_node (by linarith)
    (isRadialDirac_witness.mono (fun r hr => lt_of_lt_of_le hstart hr.1))
    (fun _ _ => one_ne_zero) (fun _ _ => one_ne_zero) (Real.sin_nat_mul_pi n) ?_ ?_
  · have h1 := Real.sin_nat_mul_pi (n + 1)
    push_cast at h1
    exact h1
  · -- the sine vanishes only at integer multiples of `π`
    intro r hr hs
    obtain ⟨m, hm⟩ := Real.sin_eq_zero_iff.mp hs
    rw [← hm] at hr
    have h1 : (n : ℝ) < m := lt_of_mul_lt_mul_right hr.1 hpi.le
    have h2 : (m : ℝ) < n + 1 := lt_of_mul_lt_mul_right hr.2 hpi.le
    have h3 : (n : ℤ) < m := by exact_mod_cast h1
    have h4 : m < (n : ℤ) + 1 := by exact_mod_cast h2
    omega

end

end RadialDiracNodes
```

```lean
#print axioms RadialDiracNodes.existsUnique_small_node
-- 'RadialDiracNodes.existsUnique_small_node' depends on axioms: [propext, Classical.choice, Quot.sound]
#print axioms RadialDiracNodes.node_unique_of_neg
-- 'RadialDiracNodes.node_unique_of_neg' depends on axioms: [propext, Classical.choice, Quot.sound]
#print axioms RadialDiracNodes.freeLarge_existsUnique_node
-- 'RadialDiracNodes.freeLarge_existsUnique_node' depends on axioms: [propext, Classical.choice, Quot.sound]
```
